# For C = 4B > 0, seniority mixing lowers the lower ²D term of d³ by 7B

When the term energies of a d³ ion are computed from Racah parameters, most can be read off as single matrix elements. The ²D term occurs twice, and its 2×2 block has to be diagonalised. At \(C=4B>0\), taking the smaller diagonal element instead places the lower ²D term too high by \(7B\). The result concerns free-ion term energies within a single d³ configuration and without spin–orbit coupling.

In Lean 4 with Mathlib:

```lean
import Mathlib

open Matrix

namespace SeniorityMixing

noncomputable section
```

## The Coulomb matrix in the seniority basis

The two ²D states are distinguished by seniority, the number of electrons left after removing pairs coupled to ¹S. In the orthonormal basis of seniority one and three, the Coulomb matrix is

\[
H=\begin{pmatrix}3A+7(B+C) & 3\sqrt{21}\,B\\ 3\sqrt{21}\,B & 3A+3(B+C)\end{pmatrix}.
\]

Here \(A\), \(B\) and \(C\) are the Racah parameters, linear combinations of the Slater radial integrals of the electron repulsion; \(A\) only shifts both terms. The matrix elements are taken as given: their derivation from the Coulomb interaction through fractional parentage is the step that connects this matrix to the ion. The sign of the off-diagonal element depends on the phases of the basis states, but energies and weights do not.

```lean
/-- The Coulomb matrix of the two ²D terms of d³ in Racah parameters `A`, `B`, `C`;
index 0 is the state of seniority one, index 1 the state of seniority three. -/
def coulomb (A B C : ℝ) : Matrix (Fin 2) (Fin 2) ℝ :=
  !![3 * A + 7 * (B + C), 3 * Real.sqrt 21 * B;
     3 * Real.sqrt 21 * B, 3 * A + 3 * (B + C)]
```

Neglecting seniority mixing means deleting the off-diagonal elements.

```lean
/-- The matrix with seniority mixing neglected: only the diagonal elements are kept. -/
def unmixed (H : Matrix (Fin 2) (Fin 2) ℝ) : Matrix (Fin 2) (Fin 2) ℝ :=
  !![H 0 0, 0; 0, H 1 1]
```

A term energy is a real number \(E\) with \(Hv=Ev\) for some nonzero \(v=(v_0,v_1)\). The letter \(v\), which often denotes seniority, is a state vector here. Real components suffice because \(H\) is real and symmetric.

```lean
/-- The nonzero vector `v` is an eigenvector of `H` with energy `E`. -/
def IsEigenpair (H : Matrix (Fin 2) (Fin 2) ℝ) (E : ℝ) (v : Fin 2 → ℝ) : Prop :=
  v ≠ 0 ∧ H *ᵥ v = E • v

/-- The set of term energies, that is, of eigenvalues of `H`. -/
def levels (H : Matrix (Fin 2) (Fin 2) ℝ) : Set ℝ :=
  {E | ∃ v, IsEigenpair H E v}
```

Eigenvectors need not be normalised, so the seniority-one weight is \(v_0^2/(v_0^2+v_1^2)\).

```lean
/-- The weight of the seniority-one state in a nonzero vector `v`. -/
def seniorityOneWeight (v : Fin 2 → ℝ) : ℝ :=
  v 0 ^ 2 / (v 0 ^ 2 + v 1 ^ 2)
```

## The secular equation and its lower root

The equation \(Hv=Ev\) says that \(H-E\) annihilates \(v\). A nonzero solution exists exactly when the determinant vanishes:

\[
(H_{00}-E)(H_{11}-E)-H_{01}H_{10}=0 .
\]

In the proof, `key` rewrites the eigenvalue equation row by row, and Mathlib's determinant criterion does the rest.

```lean
/-- A number is a term energy exactly when it solves the secular equation. -/
theorem mem_levels_iff (H : Matrix (Fin 2) (Fin 2) ℝ) (E : ℝ) :
    E ∈ levels H ↔ (H 0 0 - E) * (H 1 1 - E) - H 0 1 * H 1 0 = 0 := by
  -- the eigenvalue equation says that `H - E` annihilates `v`
  have key : ∀ v : Fin 2 → ℝ, H *ᵥ v = E • v ↔
      !![H 0 0 - E, H 0 1; H 1 0, H 1 1 - E] *ᵥ v = 0 := by
    intro v
    simp only [funext_iff, Fin.forall_fin_two]
    simp [Matrix.mulVec, dotProduct, Fin.sum_univ_two]
    constructor <;> rintro ⟨h1, h2⟩ <;> constructor <;> linarith
  rw [← Matrix.det_fin_two_of, ← Matrix.exists_mulVec_eq_zero_iff]
  constructor
  · rintro ⟨v, hv, h⟩
    exact ⟨v, hv, (key v).mp h⟩
  · rintro ⟨v, hv, h⟩
    exact ⟨v, hv, (key v).mpr h⟩
```

Put \(x=E-3A-5(B+C)\), the energy measured from the mean of the diagonal elements. The determinant becomes \(x^2-4(B+C)^2-189B^2\), so

\[
x^2=4(B+C)^2+189B^2=193B^2+8BC+4C^2=:\Delta .
\]

The check needs only algebra and \((\sqrt{21})^2=21\).

```lean
/-- The secular equation of the d³ ²D terms, with the square completed. -/
theorem mem_levels_coulomb (A B C E : ℝ) :
    E ∈ levels (coulomb A B C) ↔
      (E - 3 * A - 5 * (B + C)) ^ 2 = 193 * B ^ 2 + 8 * B * C + 4 * C ^ 2 := by
  have h21 : Real.sqrt 21 ^ 2 = 21 := Real.sq_sqrt (by norm_num)
  rw [mem_levels_iff]
  change (3 * A + 7 * (B + C) - E) * (3 * A + 3 * (B + C) - E)
    - 3 * Real.sqrt 21 * B * (3 * Real.sqrt 21 * B) = 0 ↔ _
  constructor <;> intro h
  · linear_combination h + 9 * B ^ 2 * h21
  · linear_combination h - 9 * B ^ 2 * h21
```

As a sum of squares, \(\Delta\) is nonnegative. The roots are \(x=\pm\sqrt\Delta\), and the lower term is \(3A+5(B+C)-\sqrt\Delta\). `IsLeast` says that this number is a term energy and that no term energy lies below it.

```lean
/-- The energy of the lower ²D term of d³ for arbitrary Racah parameters. -/
theorem isLeast_coulomb (A B C : ℝ) :
    IsLeast (levels (coulomb A B C))
      (3 * A + 5 * (B + C) - Real.sqrt (193 * B ^ 2 + 8 * B * C + 4 * C ^ 2)) := by
  have hD : 0 ≤ 193 * B ^ 2 + 8 * B * C + 4 * C ^ 2 := by
    nlinarith [sq_nonneg B, sq_nonneg (B + C)]
  constructor
  · rw [mem_levels_coulomb]
    linear_combination Real.sq_sqrt hD
  · intro E hE
    rw [mem_levels_coulomb] at hE
    have h := (abs_le.mp (Real.abs_le_sqrt hE.le)).1
    linarith
```

## The lower term with and without mixing

Without mixing, the secular equation factorises and the energies are the diagonal elements. They differ by \(4(B+C)\), so for \(B+C\ge 0\) the seniority-three element is the smaller one, or equal to the other when \(B+C=0\).

```lean
/-- With seniority mixing neglected and `B + C ≥ 0`, the lower ²D term lies at the
diagonal element of seniority three. -/
theorem isLeast_unmixed (A B C : ℝ) (h : 0 ≤ B + C) :
    IsLeast (levels (unmixed (coulomb A B C))) (3 * A + 3 * (B + C)) := by
  have key : ∀ E, E ∈ levels (unmixed (coulomb A B C)) ↔
      (3 * A + 7 * (B + C) - E) * (3 * A + 3 * (B + C) - E) - 0 * 0 = 0 :=
    fun E => mem_levels_iff _ E
  constructor
  · rw [key]
    ring
  · intro E hE
    rw [key] at hE
    rcases mul_eq_zero.mp (by linarith :
      (3 * A + 7 * (B + C) - E) * (3 * A + 3 * (B + C) - E) = 0) with h1 | h1 <;> linarith
```

The diagonal elements lie at \(x=\pm2(B+C)\). If \(B\neq0\), then \(\Delta>4(B+C)^2\), hence \(\sqrt\Delta>2|B+C|\), and the lower root lies below both. The two bounds `h1` and `h2` treat the two signs.

```lean
/-- For `B ≠ 0` seniority mixing pushes the lower ²D term strictly below both
diagonal elements. -/
theorem mixing_lowers (A B C : ℝ) (hB : B ≠ 0) :
    3 * A + 5 * (B + C) - Real.sqrt (193 * B ^ 2 + 8 * B * C + 4 * C ^ 2) <
      min (3 * A + 7 * (B + C)) (3 * A + 3 * (B + C)) := by
  have hB2 : 0 < B ^ 2 := by positivity
  have h1 : 2 * (B + C) < Real.sqrt (193 * B ^ 2 + 8 * B * C + 4 * C ^ 2) :=
    Real.lt_sqrt_of_sq_lt (by nlinarith)
  have h2 : -(2 * (B + C)) < Real.sqrt (193 * B ^ 2 + 8 * B * C + 4 * C ^ 2) :=
    Real.lt_sqrt_of_sq_lt (by nlinarith)
  exact lt_min (by linarith) (by linarith)
```

## The weight from one row of the eigenvalue equation

Let \(\delta=E-3A-3(B+C)\). The second row gives \(3\sqrt{21}\,B\,v_0=\delta v_1\), and squaring gives \(189B^2v_0^2=\delta^2v_1^2\). Adding \(\delta^2v_0^2\) to both sides,

\[
v_0^2(\delta^2+189B^2)=\delta^2(v_0^2+v_1^2),\qquad
\frac{v_0^2}{v_0^2+v_1^2}=\frac{\delta^2}{\delta^2+189B^2}.
\]

In the proof, `row` is the second row and `hsq` its squared form; `hn` and `hd` show that the two denominators are nonzero, the second because \(B\neq0\).

```lean
/-- For `B ≠ 0` the energy of a ²D eigenvector determines its seniority-one weight. -/
theorem weight_eq {A B C E : ℝ} {v : Fin 2 → ℝ} (hB : B ≠ 0)
    (h : IsEigenpair (coulomb A B C) E v) :
    seniorityOneWeight v = (E - 3 * A - 3 * (B + C)) ^ 2 /
      ((E - 3 * A - 3 * (B + C)) ^ 2 + 189 * B ^ 2) := by
  have h21 : Real.sqrt 21 ^ 2 = 21 := Real.sq_sqrt (by norm_num)
  -- the second row of the eigenvalue equation fixes the ratio of the components
  have row : 3 * Real.sqrt 21 * B * v 0 + (3 * A + 3 * (B + C)) * v 1 = E * v 1 := by
    simpa [coulomb, Matrix.mulVec, dotProduct, Fin.sum_univ_two] using congrFun h.2 1
  have hsq : 189 * B ^ 2 * v 0 ^ 2 = (E - 3 * A - 3 * (B + C)) ^ 2 * v 1 ^ 2 := by
    linear_combination (3 * Real.sqrt 21 * B * v 0 + (E - 3 * A - 3 * (B + C)) * v 1) * row
      - 9 * B ^ 2 * v 0 ^ 2 * h21
  have hn : v 0 ^ 2 + v 1 ^ 2 ≠ 0 := by
    intro h0
    have a : v 0 = 0 := (pow_eq_zero_iff two_ne_zero).mp
      (by linarith [sq_nonneg (v 0), sq_nonneg (v 1)])
    have b : v 1 = 0 := (pow_eq_zero_iff two_ne_zero).mp
      (by linarith [sq_nonneg (v 0), sq_nonneg (v 1)])
    exact h.1 (funext (Fin.forall_fin_two.mpr ⟨a, b⟩))
  have hd : (E - 3 * A - 3 * (B + C)) ^ 2 + 189 * B ^ 2 ≠ 0 := by positivity
  rw [seniorityOneWeight, div_eq_div_iff hn hd]
  linear_combination hsq
```

## The two terms at C = 4B

The ratio \(C=4B\) is a customary round value for 3d ions, and \(B>0\) holds for the repulsion integrals of d electrons. Now \(\Delta=(193+32+64)B^2=(17B)^2\), so the lower term is \(3A+25B-17B=3A+8B\). There \(\delta=-7B\), and the weight is \(49/(49+189)=7/34\). Without mixing the lower term is \(3A+15B\), higher by \(7B\).

Take \(B=1000\ \mathrm{cm^{-1}}\) and \(C=4000\ \mathrm{cm^{-1}}\), and measure energies from the common shift \(3A\). The diagonal elements are then 35000 and 15000 cm⁻¹, while the terms lie at 8000 and 42000 cm⁻¹. The normalised lower eigenvector is \((\sqrt7,-\sqrt{27})/\sqrt{34}\), about 21% seniority one.

```lean
/-- For `B > 0` and `C = 4B` the lower ²D term of d³ lies at `3A + 8B` and has
seniority-one weight 7/34; neglecting seniority mixing places it too high by `7B`. -/
theorem lower_term (A B : ℝ) (hB : 0 < B) :
    IsLeast (levels (coulomb A B (4 * B))) (3 * A + 8 * B) ∧
    (∀ v, IsEigenpair (coulomb A B (4 * B)) (3 * A + 8 * B) v →
      seniorityOneWeight v = 7 / 34) ∧
    IsLeast (levels (unmixed (coulomb A B (4 * B)))) (3 * A + 8 * B + 7 * B) := by
  refine ⟨?_, ?_, ?_⟩
  · -- the discriminant is a perfect square
    have hs : Real.sqrt (193 * B ^ 2 + 8 * B * (4 * B) + 4 * (4 * B) ^ 2) = 17 * B := by
      rw [show 193 * B ^ 2 + 8 * B * (4 * B) + 4 * (4 * B) ^ 2 = (17 * B) ^ 2 by ring]
      exact Real.sqrt_sq (by positivity)
    convert isLeast_coulomb A B (4 * B) using 1
    rw [hs]
    ring
  · intro v hv
    rw [weight_eq hB.ne' hv, div_eq_div_iff (by positivity) (by norm_num)]
    ring
  · convert isLeast_unmixed A B (4 * B) (by positivity) using 1
    ring
```

The upper term is \(3A+25B+17B=3A+42B\). There \(\delta=27B\), and the weight is \(729/(729+189)=27/34\). Any higher \(E\) would have \(x>17B\), hence \(x^2>\Delta\), which contradicts the secular equation.

```lean
/-- For `B > 0` and `C = 4B` the upper ²D term of d³ lies at `3A + 42B` and has
seniority-one weight 27/34. -/
theorem upper_term (A B : ℝ) (hB : 0 < B) :
    IsGreatest (levels (coulomb A B (4 * B))) (3 * A + 42 * B) ∧
    ∀ v, IsEigenpair (coulomb A B (4 * B)) (3 * A + 42 * B) v →
      seniorityOneWeight v = 27 / 34 := by
  refine ⟨⟨?_, ?_⟩, ?_⟩
  · rw [mem_levels_coulomb]
    ring
  · intro E hE
    rw [mem_levels_coulomb] at hE
    by_contra hlt
    have hpos : 0 < E - 3 * A - 42 * B := by linarith [not_le.mp hlt]
    nlinarith [mul_pos hpos hpos, mul_pos hpos hB]
  · intro v hv
    rw [weight_eq hB.ne' hv, div_eq_div_iff (by positivity) (by norm_num)]
    ring

end

end SeniorityMixing
```

```lean
#print axioms SeniorityMixing.mixing_lowers
#print axioms SeniorityMixing.lower_term
#print axioms SeniorityMixing.upper_term
```

```
'SeniorityMixing.mixing_lowers' depends on axioms: [propext, Classical.choice, Quot.sound]
'SeniorityMixing.lower_term' depends on axioms: [propext, Classical.choice, Quot.sound]
'SeniorityMixing.upper_term' depends on axioms: [propext, Classical.choice, Quot.sound]
```
